# Nearest-neighbour pair distributions on an open chain have a joint distribution exactly when they agree on every interior site

Take three sites in a row, each occupied by A or B. Let the energy be $-1$ if the first bond is AA, another $-1$ if the second bond is BB, and zero otherwise. If the pair probabilities of the two bonds are varied independently, the minimum is "AA with certainty" on the first and "BB with certainty" on the second, with energy $-2$. No arrangement of atoms has this energy, because the middle site would have to be A and B at once; the true minimum is $-1$. A minimisation over pair probabilities gives the true minimum here only if constraints exclude this result. On an open chain, the evident constraint is enough: the two bonds that meet at a site must give it the same composition.

## The condition and its derivation

Number the sites $0,\dots,n+1$ and let bond $i$ join sites $i$ and $i+1$, for $i=0,\dots,n$. Each site carries a species from a finite set $S$. For each bond a probability distribution $p_i(a,b)$ is given, with $a$ on the left site and $b$ on the right. A joint distribution $P(\sigma)$ over configurations $\sigma$ with all $p_i$ as its nearest-neighbour marginals exists if and only if

$$\sum_a p_i(a,b)=\sum_c p_{i+1}(b,c)\qquad\text{for all } b\in S,\ i=0,\dots,n-1 .$$

For two sites there is no interior site and no condition.

**Necessity.** If $P$ exists, both sums equal the probability that site $i+1$ is occupied by $b$.

**Attaching a site.** Let $P(\tau)$ be a distribution on a chain whose first site is $\tau_0$, and let $q(a,b)$ be the pair distribution wanted between a new site on the left and $\tau_0$. Write $m(b)=\sum_a q(a,b)$ and suppose that $m(b)$ is the probability of $\tau_0=b$ under $P$. Define

$$P'(a,\tau)=\frac{q(a,\tau_0)}{m(\tau_0)}\,P(\tau)\quad\text{if } m(\tau_0)>0,\qquad P'(a,\tau)=0\quad\text{otherwise.}$$

The fraction is the conditional probability of the new species given its neighbour. Summing over $a$ gives

$$\sum_a P'(a,\tau)=P(\tau).$$

This is immediate if $m(\tau_0)>0$. If $m(\tau_0)=0$, the left side is zero, and so is the right, since a configuration is no more probable than the species on its first site: $0\le P(\tau)\le m(\tau_0)=0$. Hence $P'$ is normalised and keeps every marginal of the old chain. The new pair marginal is

$$\sum_{\tau:\,\tau_0=b}P'(a,\tau)=\frac{q(a,b)}{m(b)}\,m(b)=q(a,b)$$

for $m(b)>0$. For $m(b)=0$ the left side is zero, and $q(a,b)=0$ as well, being one of the non-negative terms that sum to $m(b)$.

**Sufficiency.** Start with the last site alone, distributed as $\sum_a p_n(a,b)$, and attach site $n$ using $p_n$. Then attach sites $n-1,\dots,0$ in turn. When bond $i$ is added, site $i+1$ already has the marginal $\sum_c p_{i+1}(b,c)$, which by the condition equals $\sum_a p_i(a,b)$, as the attachment requires.

The mean energy of a nearest-neighbour model depends only on the pair marginals. For a finite open chain it can therefore be minimised over pair distributions subject to these linear constraints, without reference to the joint distribution.

## Distributions and marginals in Lean

The species form a finite type `S`.

```lean
import Mathlib

open Finset

namespace ChainPairMarginals

noncomputable section

variable {S : Type*} [Fintype S] [DecidableEq S]
```

A distribution is a real function that is non-negative and sums to one. The same definition serves for pairs and for whole configurations.

```lean
/-- A probability distribution on a finite set: non-negative weights with sum one. -/
def IsDistribution {α : Type*} [Fintype α] (P : α → ℝ) : Prop :=
  (∀ x, 0 ≤ P x) ∧ ∑ x, P x = 1
```

A configuration of $N$ sites is a function `Fin N → S`, with sites counted from 0. Marginals are sums of $P$ over the configurations that have the prescribed species.

```lean
/-- The probability that site `i` is occupied by species `a`. -/
def siteMarginal {N : ℕ} (P : (Fin N → S) → ℝ) (i : Fin N) (a : S) : ℝ :=
  ∑ σ, if σ i = a then P σ else 0
```

Pairs are ordered, so AB and BA are separate entries. The two sites need not be neighbours.

```lean
/-- The probability that sites `i` and `j` are occupied by the species pair `x`. -/
def pairMarginal {N : ℕ} (P : (Fin N → S) → ℝ) (i j : Fin N) (x : S × S) : ℝ :=
  ∑ σ, if σ i = x.1 ∧ σ j = x.2 then P σ else 0
```

In the matching condition `i` runs over `Fin n`. As bond labels, `i.castSucc` is bond $i$ and `i.succ` is bond $i+1$; they share site $i+1$.

```lean
/-- Each interior site receives the same single-site marginal from its left and right pairs. -/
def MarginalsAgree {n : ℕ} (p : Fin (n + 1) → S × S → ℝ) : Prop :=
  ∀ (i : Fin n) (b : S), ∑ a, p i.castSucc (a, b) = ∑ c, p i.succ (b, c)
```

The next definition is $P'$. `Fin.tail σ` is the configuration without its first site, so `Fin.tail σ 0` is the neighbour of the new site. Lean sets division by zero to zero, which supplies the second case of the definition by hand.

```lean
/-- A new first site is attached to a chain: the old joint probability is multiplied by the
conditional probability, taken from `q`, of the new species given its neighbour. The conditional
probability is meant for neighbour species of non-zero probability; elsewhere the weight is zero. -/
def prependSite {n : ℕ} (q : S × S → ℝ) (P : (Fin (n + 1) → S) → ℝ)
    (σ : Fin (n + 2) → S) : ℝ :=
  q (σ 0, Fin.tail σ 0) / (∑ a, q (a, Fin.tail σ 0)) * P (Fin.tail σ)
```

## From pairs to sites

These two lemmas contain the necessity argument. Each exchanges the order of summation and then compares the sums configuration by configuration, according to whether the remaining site has the prescribed species.

```lean
/-- Summing a pair marginal over the first species gives the marginal of the second site. -/
theorem sum_pairMarginal_fst {N : ℕ} (P : (Fin N → S) → ℝ) (i j : Fin N) (b : S) :
    ∑ a, pairMarginal P i j (a, b) = siteMarginal P j b := by
  simp only [pairMarginal, siteMarginal]
  rw [Finset.sum_comm]
  refine Finset.sum_congr rfl fun σ _ => ?_
  by_cases h : σ j = b <;> simp [h]

/-- Summing a pair marginal over the second species gives the marginal of the first site. -/
theorem sum_pairMarginal_snd {N : ℕ} (P : (Fin N → S) → ℝ) (i j : Fin N) (a : S) :
    ∑ b, pairMarginal P i j (a, b) = siteMarginal P i a := by
  simp only [pairMarginal, siteMarginal]
  rw [Finset.sum_comm]
  refine Finset.sum_congr rfl fun σ _ => ?_
  by_cases h : σ i = a <;> simp [h]
```

## Attaching one site

A configuration of the longer chain is a first species `a` followed by a shorter configuration `τ`, written `Fin.cons a τ`. The equivalence `e` expresses this, and the sum splits accordingly.

```lean
omit [DecidableEq S] in
/-- A sum over chain configurations is a sum over the first species and over the rest. -/
theorem sum_cons {n : ℕ} (f : (Fin (n + 1) → S) → ℝ) :
    ∑ σ, f σ = ∑ a : S, ∑ τ : Fin n → S, f (Fin.cons a τ) := by
  let e : S × (Fin n → S) ≃ (Fin (n + 1) → S) :=
    { toFun := fun x => Fin.cons x.1 x.2
      invFun := fun σ => (σ 0, Fin.tail σ)
      left_inv := fun x => by simp
      right_inv := fun σ => by simp }
  have h := Fintype.sum_equiv e (fun x => f (Fin.cons x.1 x.2)) f (fun _ => rfl)
  rw [← h, Fintype.sum_prod_type]
```

The identity $\sum_a P'(a,\tau)=P(\tau)$ comes next. The case distinction is whether $m(\tau_0)$ vanishes, and `hle` is the bound $P(\tau)\le m(\tau_0)$ before the marginal is rewritten through `hm`.

```lean
/-- If `P` is non-negative and `q` gives the joined site the marginal it has under `P`, summing
`prependSite q P` over the new species returns `P`. -/
theorem sum_prependSite {n : ℕ} {q : S × S → ℝ} {P : (Fin (n + 1) → S) → ℝ}
    (hP : ∀ τ, 0 ≤ P τ) (hm : ∀ b, ∑ a, q (a, b) = siteMarginal P 0 b)
    (τ : Fin (n + 1) → S) : ∑ a, prependSite q P (Fin.cons a τ) = P τ := by
  simp only [prependSite, Fin.cons_zero, Fin.tail_cons]
  rw [← Finset.sum_mul, ← Finset.sum_div]
  by_cases h : ∑ a, q (a, τ 0) = 0
  · -- a configuration is no more probable than the species on its first site
    have hle : P τ ≤ siteMarginal P 0 (τ 0) := by
      calc P τ = (if τ 0 = τ 0 then P τ else 0) := by simp
        _ ≤ _ := Finset.single_le_sum
          (f := fun σ : Fin (n + 1) → S => if σ 0 = τ 0 then P σ else 0)
          (fun σ _ => by
            show 0 ≤ if σ 0 = τ 0 then P σ else 0
            split_ifs
            exacts [hP σ, le_rfl]) (Finset.mem_univ τ)
    rw [← hm, h] at hle
    rw [le_antisymm hle (hP τ), mul_zero]
  · rw [div_self h, one_mul]
```

The properties of $P'$ are then collected: it is a distribution, its marginal on the new bond is `q`, and all old pair marginals survive with their site labels shifted by one. The `calc` block is the computation of the new pair marginal, including the case $m(b)=0$. The other two sums reduce to the preceding lemma.

```lean
/-- If `P` is a probability distribution on the old chain and a non-negative `q` gives the joined
site its marginal under `P`, then `prependSite q P` is a probability distribution with new pair
marginal `q` and all old pair marginals. -/
theorem prependSite_spec {n : ℕ} {q : S × S → ℝ} {P : (Fin (n + 1) → S) → ℝ}
    (hq : ∀ x, 0 ≤ q x) (hP : IsDistribution P)
    (hm : ∀ b, ∑ a, q (a, b) = siteMarginal P 0 b) :
    IsDistribution (prependSite q P) ∧
      pairMarginal (prependSite q P) 0 (Fin.succ 0) = q ∧
      ∀ i j, pairMarginal (prependSite q P) (Fin.succ i) (Fin.succ j) = pairMarginal P i j := by
  refine ⟨⟨fun σ => mul_nonneg (div_nonneg (hq _) (Finset.sum_nonneg fun _ _ => hq _))
    (hP.1 _), ?_⟩, ?_, fun i j => ?_⟩
  · refine (sum_cons _).trans ?_
    rw [Finset.sum_comm]
    simp only [sum_prependSite hP.1 hm]
    exact hP.2
  · ext ⟨a, b⟩
    refine (sum_cons _).trans ?_
    calc _ = ∑ a' : S, ∑ τ : Fin (n + 1) → S, (if a' = a then
            q (a, b) / (∑ c, q (c, b)) * (if τ 0 = b then P τ else 0) else 0) := by
          refine Finset.sum_congr rfl fun a' _ => Finset.sum_congr rfl fun τ _ => ?_
          simp only [Fin.cons_zero, Fin.cons_succ, prependSite, Fin.tail_cons]
          by_cases h1 : a' = a <;> by_cases h2 : τ 0 = b <;> simp [h1, h2]
      _ = q (a, b) / (∑ c, q (c, b)) * siteMarginal P 0 b := by
          rw [Finset.sum_comm]
          simp only [Finset.sum_ite_eq', Finset.mem_univ, if_true, siteMarginal, Finset.mul_sum]
      _ = q (a, b) := by
          rw [← hm b]
          by_cases h : ∑ c, q (c, b) = 0
          · have hle := Finset.single_le_sum (f := fun c => q (c, b))
              (fun c _ => hq (c, b)) (Finset.mem_univ a)
            have h0 : q (a, b) = 0 := le_antisymm (hle.trans_eq h) (hq _)
            rw [h, mul_zero, h0]
          · field_simp
  · ext x
    refine (sum_cons _).trans ?_
    rw [Finset.sum_comm]
    refine Finset.sum_congr rfl fun τ _ => ?_
    simp only [Fin.cons_succ]
    by_cases h : τ i = x.1 ∧ τ j = x.2
    · simp only [if_pos h]
      exact sum_prependSite hP.1 hm τ
    · simp only [if_neg h, Finset.sum_const_zero]
```

## The whole chain

The induction is on `n`, and the chain grows at its left end. In the base case `P₀` is the distribution of the last site alone, and `one` turns sums over one-site configurations into sums over species. In the induction step the hypothesis is applied to the bonds `p i.succ`, that is, to the chain without its first site. The matching condition at the first interior site then provides `hm`, and `Fin.cases` separates the new bond from the old ones.

```lean
/-- Pair distributions whose single-site marginals agree at every interior site of an open chain
are the nearest-neighbour marginals of some joint distribution. -/
theorem exists_joint (n : ℕ) (p : Fin (n + 1) → S × S → ℝ)
    (hp : ∀ i, IsDistribution (p i)) (h : MarginalsAgree p) :
    ∃ P : (Fin (n + 2) → S) → ℝ, IsDistribution P ∧
      ∀ i : Fin (n + 1), pairMarginal P i.castSucc i.succ = p i := by
  induction n with
  | zero =>
    -- start from the single last site and attach the first one
    have one (f : S → ℝ) : ∑ τ : Fin 1 → S, f (τ 0) = ∑ c, f c :=
      Fintype.sum_equiv (Equiv.funUnique (Fin 1) S) _ _ (fun _ => rfl)
    let P₀ : (Fin 1 → S) → ℝ := fun τ => ∑ a, p 0 (a, τ 0)
    have hP₀ : IsDistribution P₀ := by
      refine ⟨fun τ => Finset.sum_nonneg fun a _ => (hp 0).1 _,
        (one fun c => ∑ a, p 0 (a, c)).trans ?_⟩
      have hs := (hp 0).2
      rw [Fintype.sum_prod_type, Finset.sum_comm] at hs
      exact hs
    have hm (b : S) : ∑ a, p 0 (a, b) = siteMarginal P₀ 0 b :=
      ((one fun c => if c = b then ∑ a, p 0 (a, c) else 0).trans (by simp)).symm
    obtain ⟨h1, h2, _⟩ := prependSite_spec (hp 0).1 hP₀ hm
    refine ⟨_, h1, fun i => ?_⟩
    induction i using Fin.cases with
    | zero => exact h2
    | succ j => exact j.elim0
  | succ n ih =>
    obtain ⟨P, hP, hpair⟩ := ih (fun i => p i.succ) (fun i => hp i.succ) (fun i => h i.succ)
    have hm (b : S) : ∑ a, p 0 (a, b) = siteMarginal P 0 b := by
      have hs := sum_pairMarginal_snd P (Fin.castSucc 0) (Fin.succ 0) b
      rw [hpair 0] at hs
      exact (h 0 b).trans hs
    obtain ⟨h1, h2, h3⟩ := prependSite_spec (hp 0).1 hP hm
    refine ⟨_, h1, fun i => ?_⟩
    induction i using Fin.cases with
    | zero => exact h2
    | succ j => exact (h3 j.castSucc j.succ).trans (hpair j)
```

The equivalence reads: given a probability distribution on each of the $n+1$ bonds, some joint distribution on the $n+2$ sites has all of them as its nearest-neighbour marginals if and only if `MarginalsAgree p` holds. Here `i.castSucc` and `i.succ` in `pairMarginal` are site labels, the left and right ends of bond $i$. That each `p i` is non-negative and normalised is a hypothesis: it says that the given numbers are probabilities of occupation to begin with. The theorem makes no claim of uniqueness, and it places no condition on pairs further apart than nearest neighbours.

```lean
/-- On an open chain of `n + 2` sites, given pair distributions are the nearest-neighbour marginals
of some joint distribution if and only if the left and right pairs of each interior site give it
the same single-site marginal. -/
theorem exists_joint_iff {n : ℕ} (p : Fin (n + 1) → S × S → ℝ)
    (hp : ∀ i, IsDistribution (p i)) :
    (∃ P : (Fin (n + 2) → S) → ℝ, IsDistribution P ∧
      ∀ i : Fin (n + 1), pairMarginal P i.castSucc i.succ = p i) ↔ MarginalsAgree p := by
  refine ⟨?_, exists_joint n p hp⟩
  rintro ⟨P, _, h⟩ i b
  -- both sums are the marginal of the shared site
  have h1 := sum_pairMarginal_fst P i.castSucc.castSucc i.castSucc.succ b
  have h2 := sum_pairMarginal_snd P i.succ.castSucc i.succ.succ b
  rw [h i.castSucc] at h1
  rw [h i.succ] at h2
  exact h1.trans h2.symm
```

## One pair distribution on every bond

If a single pair distribution is symmetric under exchange of its species, its left and right marginals coincide, so it can be repeated along an open chain of any finite length from two sites upwards. Physically, the symmetry means that AB and BA neighbours are equally frequent. The joint distribution obtained has the same pair statistics on every bond.

```lean
/-- A pair distribution symmetric under exchange of its two species can be imposed on every bond
of an open chain of any length `n + 2`. -/
theorem exists_joint_of_symmetric (q : S × S → ℝ) (hq : IsDistribution q)
    (hs : ∀ a b, q (a, b) = q (b, a)) (n : ℕ) :
    ∃ P : (Fin (n + 2) → S) → ℝ, IsDistribution P ∧
      ∀ i : Fin (n + 1), pairMarginal P i.castSucc i.succ = q :=
  exists_joint n (fun _ => q) (fun _ => hq)
    (fun _ b => Finset.sum_congr rfl fun a _ => hs a b)
```

## A closed triangle breaks the criterion

On a lattice with closed loops of bonds, such as the triangular lattice, matching site marginals can fail to suffice. Let two species, represented by `Bool`, be always unlike on neighbouring sites: each of the two unlike ordered pairs has probability $1/2$.

```lean
/-- The pair distribution of two species in which neighbours are always unlike and both orders are
equally probable. -/
def unlikePair (x : Bool × Bool) : ℝ := if x.1 = x.2 then 0 else 1 / 2
```

Both marginals of this distribution are $1/2$ for each species, so the three bonds of a triangle agree at every site. Yet among three sites with two species, two are always alike. The lemma `like` shows that a configuration with such a pair has probability zero, since it is bounded by a pair probability that vanishes. `key` checks that every configuration contains one, so the total probability is zero and not one. This is the frustration of an antiferromagnetic Ising triangle, expressed in pair probabilities.

```lean
/-- On a closed triangle agreement of the site marginals is not enough: the pair distribution
`unlikePair` has equal left and right marginals, but no joint distribution has it on all three
bonds. -/
theorem triangle_not_realisable :
    IsDistribution unlikePair ∧
      (∀ b, ∑ a, unlikePair (a, b) = ∑ c, unlikePair (b, c)) ∧
      ¬ ∃ P : (Fin 3 → Bool) → ℝ, IsDistribution P ∧ pairMarginal P 0 1 = unlikePair ∧
        pairMarginal P 1 2 = unlikePair ∧ pairMarginal P 2 0 = unlikePair := by
  refine ⟨⟨fun x => ?_, ?_⟩, fun b => ?_, ?_⟩
  · unfold unlikePair
    split_ifs <;> norm_num
  · rw [Fintype.sum_prod_type]
    norm_num [unlikePair]
  · cases b <;> simp [unlikePair]
  · rintro ⟨P, hP, h01, h12, h20⟩
    -- a configuration with two like neighbours has probability zero
    have like (i j : Fin 3) (hij : pairMarginal P i j = unlikePair) (σ : Fin 3 → Bool)
        (hσ : σ i = σ j) : P σ = 0 := by
      have hle : P σ ≤ pairMarginal P i j (σ i, σ j) := by
        calc P σ = (if σ i = σ i ∧ σ j = σ j then P σ else 0) := by simp
          _ ≤ _ := Finset.single_le_sum
            (f := fun τ : Fin 3 → Bool => if τ i = σ i ∧ τ j = σ j then P τ else 0)
            (fun τ _ => by
              show 0 ≤ if τ i = σ i ∧ τ j = σ j then P τ else 0
              split_ifs
              exacts [hP.1 τ, le_rfl]) (Finset.mem_univ σ)
      have h0 : unlikePair (σ i, σ j) = 0 := if_pos hσ
      rw [hij, h0] at hle
      exact le_antisymm hle (hP.1 σ)
    -- three sites with two species always contain two like neighbours
    have key : ∀ a b c : Bool, a = b ∨ b = c ∨ c = a := by decide
    have hz : ∑ σ, P σ = 0 := Finset.sum_eq_zero fun σ _ => by
      rcases key (σ 0) (σ 1) (σ 2) with h | h | h
      · exact like 0 1 h01 σ h
      · exact like 1 2 h12 σ h
      · exact like 2 0 h20 σ h
    linarith [hP.2]

end

end ChainPairMarginals
```

```lean
#print axioms ChainPairMarginals.exists_joint
#print axioms ChainPairMarginals.exists_joint_iff
#print axioms ChainPairMarginals.exists_joint_of_symmetric
#print axioms ChainPairMarginals.triangle_not_realisable
```

```
'ChainPairMarginals.exists_joint' depends on axioms: [propext, Classical.choice, Quot.sound]
'ChainPairMarginals.exists_joint_iff' depends on axioms: [propext, Classical.choice, Quot.sound]
'ChainPairMarginals.exists_joint_of_symmetric' depends on axioms: [propext, Classical.choice, Quot.sound]
'ChainPairMarginals.triangle_not_realisable' depends on axioms: [propext, Classical.choice, Quot.sound]
```
